# A bound on the difference of two characters of a unitary representation

The character χ of a unitary matrix representation assigns to each group element the trace of its matrix. The lemma states that |χ(g) − χ(h)|² ≤ 2d(d − Re χ(g⁻¹h)) for any two elements g and h, where d is the dimension of the representation. The dimension is finite, but the group need not be, and the representation need not be irreducible. The proof treats dimension zero separately, and otherwise applies the positive-definiteness of χ to the three elements 1, g and h with coefficients χ(h) − χ(g), d and −d. This should show that d times the difference of the two sides is nonnegative, and d is then cancelled.

The failing Lean file:

```lean
import Mathlib

open Matrix
open scoped ComplexConjugate

namespace CharacterPositivity

noncomputable section

variable {G n ι : Type*} [Group G] [Fintype n] [DecidableEq n] [Fintype ι]

/-- The character of a unitary matrix representation: the trace of the representing matrix. -/
def character (D : G →* Matrix.unitaryGroup n ℂ) (g : G) : ℂ :=
  Matrix.trace (D g : Matrix n n ℂ)

/-- The double sum of `conj (c i) * c j * f (g i⁻¹ g j)` for a function `f` on the group. -/
def positivityForm (f : G → ℂ) (g : ι → G) (c : ι → ℂ) : ℂ :=
  ∑ i, ∑ j, conj (c i) * c j * f ((g i)⁻¹ * g j)

/-- The superposition of the representing matrices of `g j` with amplitudes `c j`. -/
def superposition (D : G →* Matrix.unitaryGroup n ℂ) (g : ι → G) (c : ι → ℂ) :
    Matrix n n ℂ :=
  ∑ j, c j • (D (g j) : Matrix n n ℂ)

/-- In a unitary representation the matrix of `g⁻¹ h` is the adjoint of the matrix of `g`
times the matrix of `h`. -/
theorem rep_inv_mul (D : G →* Matrix.unitaryGroup n ℂ) (g h : G) :
    (D (g⁻¹ * h) : Matrix n n ℂ) = (D g : Matrix n n ℂ)ᴴ * (D h : Matrix n n ℂ) := by
  rw [map_mul, map_inv]
  rfl

/-- For a character, the double sum equals the sum of the squared moduli of all entries of the
superposed matrix. -/
theorem positivityForm_character (D : G →* Matrix.unitaryGroup n ℂ) (g : ι → G) (c : ι → ℂ) :
    positivityForm (character D) g c =
      ((∑ a, ∑ b, ‖superposition D g c b a‖ ^ 2 : ℝ) : ℂ) := by
  -- the double sum is the trace of Aᴴ A
  have h1 : positivityForm (character D) g c =
      Matrix.trace ((superposition D g c)ᴴ * superposition D g c) := by
    unfold positivityForm superposition
    rw [Matrix.conjTranspose_sum, Finset.sum_mul_sum, Matrix.trace_sum]
    refine Finset.sum_congr rfl fun i _ => ?_
    rw [Matrix.trace_sum]
    refine Finset.sum_congr rfl fun j _ => ?_
    rw [character, rep_inv_mul, Matrix.conjTranspose_smul, Matrix.smul_mul, Matrix.mul_smul,
      Matrix.trace_smul, Matrix.trace_smul, smul_eq_mul, smul_eq_mul, starRingEnd_apply]
    ring
  -- the trace of Aᴴ A collects the squared moduli of the entries
  rw [h1]
  simp only [Matrix.trace, Matrix.diag_apply, Matrix.mul_apply, Matrix.conjTranspose_apply]
  push_cast
  refine Finset.sum_congr rfl fun a _ => Finset.sum_congr rfl fun b _ => ?_
  exact Complex.conj_mul' _

/-- Every character of a unitary representation is a positive-definite function: the double sum
is real and nonnegative for all group elements and all complex coefficients. -/
theorem character_positive_definite (D : G →* Matrix.unitaryGroup n ℂ)
    (g : ι → G) (c : ι → ℂ) :
    (positivityForm (character D) g c).im = 0 ∧
      0 ≤ (positivityForm (character D) g c).re := by
  rw [positivityForm_character]
  refine ⟨Complex.ofReal_im _, ?_⟩
  rw [Complex.ofReal_re]
  positivity

/-- The character at the identity is the dimension of the representation. -/
theorem character_one (D : G →* Matrix.unitaryGroup n ℂ) :
    character D 1 = (Fintype.card n : ℂ) := by
  simp [character]

/-- The character of an inverse element is the complex conjugate of the character. -/
theorem character_inv (D : G →* Matrix.unitaryGroup n ℂ) (g : G) :
    character D g⁻¹ = conj (character D g) := by
  unfold character
  rw [map_inv]
  exact Matrix.trace_conjTranspose (D g : Matrix n n ℂ)

/-- A test on table entries: the squared distance between two character values is at most
`2 d (d - Re χ(g⁻¹ h))`, where `d` is the dimension. -/
theorem character_difference_test (D : G →* Matrix.unitaryGroup n ℂ) (g h : G) :
    ‖character D g - character D h‖ ^ 2 ≤
      2 * (Fintype.card n : ℝ) * ((Fintype.card n : ℝ) - (character D (g⁻¹ * h)).re) := by
  rcases isEmpty_or_nonempty n with hn | hn
  · simp [character, Matrix.trace]
  have hN : (0 : ℝ) < (Fintype.card n : ℝ) := by exact_mod_cast Fintype.card_pos
  have e : character D (h⁻¹ * g) = conj (character D (g⁻¹ * h)) := by
    rw [← character_inv, mul_inv_rev, inv_inv]
  -- positivity for the three elements 1, g, h with adapted coefficients
  have key := (character_positive_definite D ![1, g, h]
    ![character D h - character D g, (Fintype.card n : ℂ), -(Fintype.card n : ℂ)]).2
  simp [positivityForm, Fin.sum_univ_three, e, character_inv, character_one] at key
  have key' : 0 ≤ (Fintype.card n : ℝ) * (2 * (Fintype.card n : ℝ) *
      ((Fintype.card n : ℝ) - (character D (g⁻¹ * h)).re)
        - ‖character D g - character D h‖ ^ 2) := by
    rw [Complex.sq_norm, Complex.normSq_apply, Complex.sub_re, Complex.sub_im]
    linarith
  linarith [(mul_nonneg_iff_of_pos_left hN).1 key']

end

end CharacterPositivity
```

Compiling this gives:

```
Main.lean:87:25: error: Ambiguous term
  mul_inv_rev
Possible interpretations:
  _root_.mul_inv_rev : ∀ (a b : ?m.129), (a * b)⁻¹ = b⁻¹ * a⁻¹
  
  Matrix.mul_inv_rev : ∀ (A B : Matrix ?m.129 ?m.129 ?m.130), (A * B)⁻¹ = B⁻¹ * A⁻¹
```

Cause. The error lies in the auxiliary step `e`, which says that χ(h⁻¹g) is the complex conjugate of χ(g⁻¹h). After `← character_inv` has turned the conjugate into the character of `(g⁻¹ * h)⁻¹`, the inverse of this product has to be expanded, and `mul_inv_rev` is meant to do that.

Because the file has `open Matrix`, the short name `mul_inv_rev` can mean two lemmas: `_root_.mul_inv_rev`, the general rule that fits group elements, and `Matrix.mul_inv_rev`, the same rule for matrix inverses. Only the first fits here, since `g` and `h` are elements of `G`. But `rw` elaborates the lemma's name before matching it against the goal, so the goal does not settle the choice, and Lean reports an ambiguous term.

The diff writes `_root_.mul_inv_rev`, which names the general lemma outright. The rewrite then gives `h⁻¹ * g⁻¹⁻¹`, and `inv_inv` reduces this to `h⁻¹ * g`, as required.

The repair, with which the file compiles:

```diff
@@ -85,5 +85,5 @@
   have hN : (0 : ℝ) < (Fintype.card n : ℝ) := by exact_mod_cast Fintype.card_pos
   have e : character D (h⁻¹ * g) = conj (character D (g⁻¹ * h)) := by
-    rw [← character_inv, mul_inv_rev, inv_inv]
+    rw [← character_inv, _root_.mul_inv_rev, inv_inv]
   -- positivity for the three elements 1, g, h with adapted coefficients
   have key := (character_positive_definite D ![1, g, h]
```
